# Symmetrising a Cell Metric over a Finite Group Never Shrinks the Cell Volume

If a positive definite metric $G$ is replaced by its average $G_0$ over a finite group of invertible real matrices, then $\det G\le\det G_0$, with equality exactly when $G=G_0$. The cell volume $\sqrt{\det G}$ therefore never decreases.

In Lean 4 with Mathlib:

```lean
import Mathlib

open Matrix

namespace CellSymmetrisation

noncomputable section

variable {n : Type*} [Fintype n] [DecidableEq n]

/-- The metric `Rᵀ G R` obtained from the metric `G` by the operation `R`. -/
def transform (R G : Matrix n n ℝ) : Matrix n n ℝ := Rᵀ * G * R

/-- The symmetrised metric: the mean of `Rᵀ G R` over the finite group `H`. -/
def symmetrised (H : Subgroup (GeneralLinearGroup n ℝ)) [Fintype H]
    (G : Matrix n n ℝ) : Matrix n n ℝ :=
  (Fintype.card H : ℝ)⁻¹ • ∑ R : H, transform R.1.1 G

/-- The volume `√(det G)` of a unit cell with positive definite metric `G`. -/
def cellVolume (G : Matrix n n ℝ) : ℝ := √G.det

/-- An invertible change of basis turns a positive definite metric into a positive definite
metric. -/
theorem transform_posDef {G P : Matrix n n ℝ} (hG : G.PosDef) (hP : IsUnit P) :
    (transform P G).PosDef := by
  have h := hG.conjTranspose_mul_mul_same (B := P) (Matrix.mulVec_injective_iff_isUnit.2 hP)
  rw [conjTranspose_eq_transpose_of_trivial] at h
  exact h

/-- A positive definite metric has a symmetric square root. -/
theorem exists_symmetric_sqrt {A : Matrix n n ℝ} (hA : A.PosDef) :
    ∃ S : Matrix n n ℝ, Sᵀ = S ∧ S * S = A := by
  have hH := hA.isHermitian
  have hs := hH.spectral_theorem
  -- take square roots of the eigenvalues in the eigenbasis
  let D : Matrix n n ℝ := diagonal fun i => √(hH.eigenvalues i)
  have hD : star D = D := by
    rw [star_eq_conjTranspose, conjTranspose_eq_transpose_of_trivial, diagonal_transpose]
  have hDD : D * D = diagonal (RCLike.ofReal ∘ hH.eigenvalues) := by
    rw [diagonal_mul_diagonal]
    congr 1
    funext i
    simp [Real.mul_self_sqrt (hA.eigenvalues_pos i).le]
  refine ⟨Unitary.conjStarAlgAut ℝ _ hH.eigenvectorUnitary D, ?_, ?_⟩
  · rw [← conjTranspose_eq_transpose_of_trivial, ← star_eq_conjTranspose, ← map_star, hD]
  · rw [← map_mul, hDD]
    exact hs.symm

/-- For a positive definite matrix, `log det M ≤ tr M - n`, with equality only for the
identity. -/
theorem log_det_le_trace {M : Matrix n n ℝ} (hM : M.PosDef) :
    Real.log M.det ≤ M.trace - Fintype.card n ∧
      (Real.log M.det = M.trace - Fintype.card n → M = 1) := by
  have hH := hM.isHermitian
  have hpos : ∀ i, 0 < hH.eigenvalues i := hM.eigenvalues_pos
  have hdet : M.det = ∏ i, hH.eigenvalues i := by simpa using hH.det_eq_prod_eigenvalues
  have htr : M.trace = ∑ i, hH.eigenvalues i := by simpa using hH.trace_eq_sum_eigenvalues
  have hlog : Real.log M.det = ∑ i, Real.log (hH.eigenvalues i) := by
    rw [hdet, Real.log_prod]
    intro i _
    exact (hpos i).ne'
  have hsub : M.trace - Fintype.card n = ∑ i, (hH.eigenvalues i - 1) := by
    rw [htr, Finset.sum_sub_distrib]
    simp
  have hle : ∀ i ∈ Finset.univ, Real.log (hH.eigenvalues i) ≤ hH.eigenvalues i - 1 :=
    fun i _ => Real.log_le_sub_one_of_pos (hpos i)
  rw [hlog, hsub]
  refine ⟨Finset.sum_le_sum hle, fun heq => ?_⟩
  -- equality forces every eigenvalue to be one
  have hone : ∀ i, hH.eigenvalues i = 1 := by
    intro i
    by_contra hne
    have h1 := (Finset.sum_eq_sum_iff_of_le hle).1 heq i (Finset.mem_univ i)
    have h2 := Real.log_lt_sub_one_of_pos (hpos i) hne
    linarith
  have hs := hH.spectral_theorem
  have hd : diagonal (RCLike.ofReal ∘ hH.eigenvalues) = (1 : Matrix n n ℝ) := by
    rw [← diagonal_one]
    congr 1
    funext i
    simp [hone i]
  rw [hd, map_one] at hs
  exact hs

/-- Two positive definite metrics satisfy `log det B - log det A ≤ tr (A⁻¹ B) - n`, with
equality only if they coincide. -/
theorem log_det_sub_le {A B : Matrix n n ℝ} (hA : A.PosDef) (hB : B.PosDef) :
    Real.log B.det - Real.log A.det ≤ (A⁻¹ * B).trace - Fintype.card n ∧
      (Real.log B.det - Real.log A.det = (A⁻¹ * B).trace - Fintype.card n → B = A) := by
  obtain ⟨S, hS, hSS⟩ := exists_symmetric_sqrt hA
  have hdA : A.det = S.det * S.det := by rw [← hSS, det_mul]
  have hu : IsUnit S.det := by
    refine isUnit_iff_ne_zero.2 fun h0 => hA.det_pos.ne' ?_
    rw [hdA, h0, mul_zero]
  have hinv : S⁻¹ * S = 1 := nonsing_inv_mul S hu
  have hinv' : S * S⁻¹ = 1 := mul_nonsing_inv S hu
  -- in the basis where `A` is the identity, `B` becomes `S⁻¹ B S⁻¹`
  have hM : (S⁻¹ * B * S⁻¹).PosDef := by
    have h := transform_posDef hB (IsUnit.of_mul_eq_one S hinv)
    rw [transform, transpose_nonsing_inv, hS] at h
    exact h
  have htr : (S⁻¹ * B * S⁻¹).trace = (A⁻¹ * B).trace := by
    rw [trace_mul_cycle, ← hSS, Matrix.mul_inv_rev]
  have hd : (S⁻¹).det * S.det = 1 := by rw [← det_mul, hinv, det_one]
  have hdet : (S⁻¹ * B * S⁻¹).det * A.det = B.det := by
    rw [det_mul, det_mul, hdA]
    linear_combination B.det * ((S⁻¹).det * S.det + 1) * hd
  have hlog : Real.log B.det - Real.log A.det = Real.log (S⁻¹ * B * S⁻¹).det := by
    rw [← hdet, Real.log_mul hM.det_pos.ne' hA.det_pos.ne']
    ring
  rw [hlog, ← htr]
  refine ⟨(log_det_le_trace hM).1, fun heq => ?_⟩
  have h1 := (log_det_le_trace hM).2 heq
  calc B = (S * S⁻¹) * B * (S⁻¹ * S) := by rw [hinv, hinv', Matrix.one_mul, Matrix.mul_one]
    _ = S * (S⁻¹ * B * S⁻¹) * S := by simp only [Matrix.mul_assoc]
    _ = A := by rw [h1, Matrix.mul_one, hSS]

variable (H : Subgroup (GeneralLinearGroup n ℝ)) [Fintype H]

/-- An operation of a finite group leaves the determinant of every metric unchanged. -/
theorem det_transform (R : H) (G : Matrix n n ℝ) : (transform R.1.1 G).det = G.det := by
  let f : H →* ℝ := Matrix.detMonoidHom.comp ((Units.coeHom _).comp H.subtype)
  have hf : f R ^ Fintype.card H = 1 := by rw [← map_pow, pow_card_eq_one, map_one]
  have hdet : R.1.1.det ^ Fintype.card H = 1 := hf
  -- a real number of finite order has modulus one
  have habs : |R.1.1.det| = 1 := by
    refine (pow_eq_one_iff_of_nonneg (abs_nonneg _) (Fintype.card_ne_zero (α := H))).1 ?_
    rw [← abs_pow, hdet, abs_one]
  have hsq : R.1.1.det ^ 2 = 1 := by rw [← sq_abs, habs, one_pow]
  rw [transform, det_mul, det_mul, det_transpose]
  linear_combination G.det * hsq

/-- Symmetrising a positive definite metric over a finite group cannot lower its determinant,
and the determinant is unchanged exactly when the metric equals its average. -/
theorem det_le_det_symmetrised {G : Matrix n n ℝ} (hG : G.PosDef) :
    G.det ≤ (symmetrised H G).det ∧
      ((symmetrised H G).det = G.det ↔ G = symmetrised H G) := by
  have hc : (0 : ℝ) < Fintype.card H := by exact_mod_cast Fintype.card_pos
  have hB : ∀ R : H, (transform R.1.1 G).PosDef := fun R => transform_posDef hG R.1.isUnit
  have h0 : (symmetrised H G).PosDef :=
    (Finset.sum_induction_nonempty _ Matrix.PosDef (fun _ _ ha hb => ha.add hb)
      Finset.univ_nonempty (fun R _ => hB R)).smul (inv_pos.2 hc)
  have hsum : ∑ R : H, transform R.1.1 G = (Fintype.card H : ℝ) • symmetrised H G := by
    rw [symmetrised, smul_smul, mul_inv_cancel₀ hc.ne', one_smul]
  -- the traces relative to the averaged metric add up to `|H| n`
  have htr : ∑ R : H, (((symmetrised H G)⁻¹ * transform R.1.1 G).trace - Fintype.card n)
      = 0 := by
    rw [Finset.sum_sub_distrib, ← trace_sum, ← Finset.mul_sum, hsum, Matrix.mul_smul,
      nonsing_inv_mul _ h0.det_pos.ne'.isUnit, trace_smul, trace_one]
    simp
  have hle : ∀ R : H, Real.log G.det - Real.log (symmetrised H G).det ≤
      ((symmetrised H G)⁻¹ * transform R.1.1 G).trace - Fintype.card n := by
    intro R
    have h := (log_det_sub_le h0 (hB R)).1
    rwa [det_transform] at h
  refine ⟨?_, fun heq => ?_, fun h => by rw [← h]⟩
  · have h := Finset.sum_le_sum fun R (_ : R ∈ Finset.univ) => hle R
    rw [htr, Finset.sum_const, Finset.card_univ, nsmul_eq_mul] at h
    refine (Real.log_le_log_iff hG.det_pos h0.det_pos).1 ?_
    nlinarith
  · -- all terms are nonnegative with sum zero; use the one of the identity operation
    rw [heq, sub_self] at hle
    have h1 := (Finset.sum_eq_zero_iff_of_nonneg fun R _ => hle R).1 htr 1 (Finset.mem_univ _)
    have h2 := (log_det_sub_le h0 (hB 1)).2 (by rw [h1, det_transform, heq, sub_self])
    simpa [transform] using h2

/-- Symmetrising a positive definite metric over a finite group never shrinks the cell
volume. -/
theorem cellVolume_le {G : Matrix n n ℝ} (hG : G.PosDef) :
    cellVolume G ≤ cellVolume (symmetrised H G) :=
  Real.sqrt_le_sqrt (det_le_det_symmetrised H hG).1

end

end CellSymmetrisation
```

```lean
#print axioms CellSymmetrisation.cellVolume_le
```

```
'CellSymmetrisation.cellVolume_le' depends on axioms: [propext, Classical.choice, Quot.sound]
```

## A nearly symmetric cell and its average

A unit cell that comes out of a refinement or a relaxation without symmetry constraints may have its intended symmetry only approximately: two edges that should be equal differ slightly, or a right angle is a little off. One way to restore the symmetry is to average the metric over the point-group operations. The question is what this does to the volume.

Let $a_1,\dots,a_n$ be the basis vectors of the cell, so that the metric has the entries $G_{ij}=a_i\cdot a_j$ and the volume is $\sqrt{\det G}$. An operation, written in this basis, is a matrix $R$ that sends $a_j$ to $\sum_i a_iR_{ij}$. The metric of the transformed basis is $R^{\mathsf T}GR$, and the average over a group $H$ with $|H|$ elements is

$$G_0=\frac1{|H|}\sum_{R\in H}R^{\mathsf T}GR .$$

Here $G$ is the direct-space metric, not a reciprocal lattice vector, and $R$ is a matrix in the lattice basis, in general not an orthogonal one.

For electronic-structure work this means that symmetrising a relaxed cell in this way can lower the density at fixed contents but cannot raise it. The theorem is about averaging the metric; it says nothing about other recipes, such as averaging the cell lengths and angles.

## What the theorems state

In the file, `n` is a finite index type and the dimension is `Fintype.card n`; in the formulas here $n$ denotes that dimension. The dictionary is short:

- `transform R G` is $R^{\mathsf T}GR$, which fixes the convention that the columns of $R$ hold the images of the basis vectors.
- `H : Subgroup (GeneralLinearGroup n ℝ)` with `[Fintype H]` is a finite group of invertible real matrices. For an element `R` of `H`, the expression `R.1.1` is the matrix itself.
- `symmetrised H G` is $G_0$.
- `cellVolume G` is $\sqrt{\det G}$.
- `G.PosDef` says that $G$ is symmetric and positive definite. Physically, the basis vectors are linearly independent and span a genuine cell.

The main theorem, `det_le_det_symmetrised`, has two parts. The first is $\det G\le\det G_0$. The second says that $\det G_0=\det G$ holds if and only if $G=G_0$. The theorem `cellVolume_le` carries the first part over to the volumes by taking square roots.

The entries of the matrices need not be integers, so the group doesn't have to be crystallographic, and the dimension is arbitrary. Only rotation parts enter: translations and atomic positions play no role. What the hypotheses leave to the user is the identification of $H$ with the rotation parts of the intended space group, written in the basis of the cell at hand.

The equality condition has a direct crystallographic reading. For $Q\in H$, the matrix $Q^{\mathsf T}G_0Q$ is the average of $(RQ)^{\mathsf T}G(RQ)$, and $RQ$ runs through $H$ when $R$ does, so $G_0$ is invariant under $H$. Hence $G=G_0$ means that every operation already preserves the metric. This reindexing is an addition to the file, whose proof never needs the invariance of $G_0$.

## A rectangle that becomes a square

In one dimension the only finite groups are $\{1\}$ and $\{1,-1\}$, and both leave $G$ as it is. In two dimensions the volume can change, and a group of two elements is enough. Take the identity and the exchange of the two basis vectors. With edge lengths $a$, $b$ and $g=a_1\cdot a_2$,

$$G=\begin{pmatrix}a^2&g\\g&b^2\end{pmatrix},\qquad
G_0=\begin{pmatrix}\tfrac{a^2+b^2}2&g\\g&\tfrac{a^2+b^2}2\end{pmatrix},$$

and therefore

$$\det G_0-\det G=\Big(\frac{a^2+b^2}2\Big)^2-a^2b^2=\Big(\frac{a^2-b^2}2\Big)^2 .$$

The determinant grows unless $a=b$, and for a small mismatch the growth is of second order. A rectangle with edges 4 and 3 has area 12; its symmetrised cell is a square of area 12.5.

## Determinant against trace

The general argument starts from the inequality $\log x\le x-1$ for $x>0$, in which equality holds only at $x=1$. Let $M$ be positive definite with eigenvalues $\mu_1,\dots,\mu_n>0$. Then

$$\log\det M=\sum_i\log\mu_i\le\sum_i(\mu_i-1)=\operatorname{tr}M-n .$$

If the two ends agree, every term must be an equality, so all $\mu_i=1$. Since $M$ is diagonalisable, $M=1$.

This is `log_det_le_trace`. The facts `hdet` and `htr` write the determinant and the trace through the eigenvalues, and `Finset.sum_le_sum` adds the scalar inequalities. In the equality case, `hone` shows that each eigenvalue is one, and the spectral theorem then returns the identity matrix.

## Comparing two metrics

Now let $A$ and $B$ be positive definite. Diagonalise $A=U\,\mathrm{diag}(\alpha_i)\,U^{\mathsf T}$ with $U$ orthogonal and set $S=U\,\mathrm{diag}(\sqrt{\alpha_i})\,U^{\mathsf T}$. Then $S$ is symmetric and $S^2=A$. Because $(\det S)^2=\det A>0$, $S$ is invertible.

Put $M=S^{-1}BS^{-1}$, which is the metric $B$ seen in a basis where $A$ is the identity. It is positive definite, since for $x\neq0$

$$x^{\mathsf T}Mx=(S^{-1}x)^{\mathsf T}B\,(S^{-1}x)>0 .$$

Its determinant and trace are

$$\det M=\frac{\det B}{\det A},\qquad
\operatorname{tr}M=\operatorname{tr}(S^{-1}S^{-1}B)=\operatorname{tr}(A^{-1}B).$$

The inequality for $M$ becomes

$$\log\det B-\log\det A\le\operatorname{tr}(A^{-1}B)-n .$$

Equality forces $M=1$, and then $B=SMS=S^2=A$.

In the file, `exists_symmetric_sqrt` builds $S$. It takes the diagonal matrix `D` of square roots and conjugates it with the eigenvector matrix; conjugation respects products and transposes, which gives both properties of $S$. The lemma `transform_posDef` supplies the positivity of $M$. In `log_det_sub_le`, the cyclic property of the trace is `trace_mul_cycle`, the determinant relation is `hdet`, and the closing `calc` block is the chain $B=SMS=A$.

## Operations of a finite group keep the determinant

Every $R\in H$ satisfies $R^{|H|}=1$, so $(\det R)^{|H|}=1$. A real number with this property has modulus one, and therefore $(\det R)^2=1$. It follows that

$$\det(R^{\mathsf T}GR)=(\det R)^2\det G=\det G .$$

The lemma `det_transform` does the same. The homomorphism `f` sends a group element to its determinant, `pow_card_eq_one` gives the power relation, and `habs` and `hsq` extract the modulus and the square.

## Summing over the group

Write $G_R=R^{\mathsf T}GR$. Each $G_R$ is positive definite, and so is their mean $G_0$. Apply the comparison with $A=G_0$ and $B=G_R$, and use $\det G_R=\det G$:

$$\log\det G-\log\det G_0\le\operatorname{tr}(G_0^{-1}G_R)-n\qquad\text{for every }R\in H .$$

The left side doesn't depend on $R$. On the right, $\sum_RG_R=|H|\,G_0$, so summing gives

$$|H|\,(\log\det G-\log\det G_0)\le\operatorname{tr}(G_0^{-1}|H|\,G_0)-|H|\,n=|H|\,n-|H|\,n=0 .$$

Since $|H|>0$ and the logarithm is increasing, $\det G\le\det G_0$.

Suppose now that $\det G=\det G_0$. The left side of each individual inequality is then zero, so every number $\operatorname{tr}(G_0^{-1}G_R)-n$ is nonnegative. These numbers add up to zero, hence each of them vanishes. For $R=1$ this is the equality case of the comparison between $G_0$ and $G_1=G$, which gives $G=G_0$. Conversely, if $G=G_0$ the determinants are trivially equal.

In `det_le_det_symmetrised`, `h0` records that $G_0$ is positive definite, `htr` is the vanishing sum of the traces, and `hle` is the inequality for a single operation. The first part of the theorem sums `hle` over the group, and `nlinarith` removes the positive factor $|H|$. For the equality case, `Finset.sum_eq_zero_iff_of_nonneg` makes each term vanish and is evaluated at the identity of the group; the second half of `log_det_sub_le` then identifies the two metrics.
